# Ligand Hund coupling puts the triplet below the singlet in a four-configuration 90-degree bond, for any nonzero hopping

## Two holes around a right angle

Two magnetic ions share a ligand, and the metal–ligand–metal angle is 90 degrees. Each ion carries one hole, which can hop with amplitude $t$ onto its own ligand $p$ orbital. For σ bonds at this angle, each metal orbital couples to only one of the two orthogonal $p$ orbitals, so the holes never meet in one orbital. They interact only when both are on the ligand. Is the ground state then a triplet or a singlet, and does the answer depend on $t$ being small?

For either total spin there are four configurations:

- $|0\rangle$: both holes on the metals, energy $0$;
- $|1\rangle$, $|2\rangle$: one hole transferred, energy $D$;
- $|3\rangle$: both transferred, energy $x$.

With $U$ the repulsion between holes in different $p$ orbitals, $x=2D+U-J_H$ for the triplet and $x=2D+U+J_H$ for the singlet. The postulated constant $J_H>0$ stands for the intra-atomic exchange that favours parallel spins in orthogonal orbitals of one atom.

## From four states to three

The even combination $(|1\rangle+|2\rangle)/\sqrt2$ couples to $|0\rangle$ and $|3\rangle$ with amplitude $\sqrt2\,t$. The odd combination decouples, with energy $D$. The even sector is

$$M(x)=\begin{pmatrix}0&\sqrt2t&0\\ \sqrt2t&D&\sqrt2t\\ 0&\sqrt2t&x\end{pmatrix}.$$

Let $E_0(x)$ be its lowest eigenvalue. The claim is that $E_0$ is strictly increasing when $t\neq0$. The triplet has the smaller $x$, so it lies lower.

## Why the lowest level rises with $x$

Expanding $\det(E-M(x))$ gives the secular cubic

$$p_x(E)=(E-x)\,q(E)-2t^2E,\qquad q(E)=E(E-D)-2t^2.$$

**A positive value has a level beneath it.** Put $a=2t^2$ and take $E\le-(|D|+|x|+a+2)$. Then $x-E$ and $D-E$ are at least $a+2$, and $-E\ge2$. Hence
$$q(E)=(-E)(D-E)-a\ge(a+2)(-E)-a\ge2(-E),$$
$$p_x(E)=-(x-E)q(E)+a(-E)\le-(a+4)(-E)<0.$$
If $p_x(c)>0$, continuity therefore gives a zero strictly below $c$.

**The ground energy lies below the two-state block.** Leaving out $|3\rangle$ reduces $M(x)$ to a two-state block with secular polynomial $q$. Its levels, the zeros of $q$, are $(D\pm r)/2$ with $r=\sqrt{D^2+8t^2}$. At the lower one,
$$p_x\!\left(\tfrac{D-r}{2}\right)=-2t^2\,\tfrac{D-r}{2}=t^2(r-D)>0,$$
since $r>|D|$ for $t\ne0$. So $E_0(x)<(D-r)/2$, and $q(E_0(x))>0$.

**Lowering $x$ lowers the level.** Let $x<y$ and $E=E_0(y)$. Since $p_y(E)=0$,
$$p_x(E)=p_y(E)+(y-x)q(E)=(y-x)q(E)>0.$$
Thus $M(x)$ has a level below $E$, and $E_0(x)<E_0(y)$.

**The odd state does not undercut it.** For $t\ne0$, $E_0<(D-r)/2\le(D-|D|)/2\le D$. For $t=0$, $D$ is itself an eigenvalue of $M(x)$. So $E_0$ is the lowest level of all four configurations.

## An example with hopping larger than the transfer energy

Take $t=2$, $D=1$, $U=2$, $J_H=1$. The triplet has $x=3$ and
$$p_3(E)=E^3-4E^2-13E+24=(E+3)(E^2-7E+8).$$
The quadratic has two positive zeros, so the triplet energy is $-3$.

The singlet has $x=5$ and $p_5(E)=E^3-6E^2-11E+40$. This cubic increases for $E<-2$, with $p_5(-3)=-8$ and $p_5(-2)=30$. Its lowest zero is therefore between these points, at about $-2.839$. The triplet is lower by about $0.161$.

## Without hopping the splitting can vanish

Set $t=0$ and keep the other values. The matrices are diagonal, with entries $(0,1,3)$ and $(0,1,5)$. Both ground energies are $0$, so the strict inequality fails although $J_H>0$.

## What the Lean statement says

`fullBond t D x` is the four-configuration matrix and `bond t D x` is $M(x)$. `levels H` is the set of real $E$ with $Hv=Ev$ for some nonzero real vector $v$. `groundEnergy t D x` is the infimum of the levels of `bond`, and `groundEnergy_isLeast` shows that it is a level.

The final theorem, `triplet_below_singlet`, takes real $t\ne0$, $J_H>0$ and any real $D$, $U$, and compares the ground energies at the two values of $x$. Spin enters only through these values. Reading the result as superexchange between metal spins also supposes that the transferred configurations lie well above $|0\rangle$ compared with $|t|$, so that the holes stay mainly on the metals. The example with $t=2$ is outside that regime: its triplet ground state has only $8/19$ of its weight on $|0\rangle$.

The result fixes the sign of the exchange splitting without an expansion in $t$, for a finite bond with one exchange path. It is one mechanism behind the Goodenough–Kanamori rule for 90-degree bonds, not the rule for real materials: direct metal–metal hopping, doubly occupied metal orbitals, unequal hoppings and other angles are absent. It gives no formula for the size of the splitting.

## The complete file

```lean
import Mathlib

open Matrix

namespace NinetyDegreeSuperexchange

noncomputable section

/-- Two holes on a 90-degree bond: both on the metals (energy `0`), one transferred to its
ligand orbital (energy `D`, two ways), both transferred (energy `x`); each hop has amplitude `t`. -/
def fullBond (t D x : ℝ) : Matrix (Fin 4) (Fin 4) ℝ :=
  !![0, t, t, 0; t, D, 0, t; t, 0, D, t; 0, t, t, x]

/-- The bond Hamiltonian with the two single-transfer configurations replaced by their
normalised even combination. -/
def bond (t D x : ℝ) : Matrix (Fin 3) (Fin 3) ℝ :=
  !![0, √2 * t, 0; √2 * t, D, √2 * t; 0, √2 * t, x]

/-- The energy levels of a real Hamiltonian matrix: its eigenvalues with nonzero eigenvectors. -/
def levels {n : ℕ} (H : Matrix (Fin n) (Fin n) ℝ) : Set ℝ :=
  {E | ∃ v : Fin n → ℝ, v ≠ 0 ∧ H *ᵥ v = E • v}

/-- The ground energy of the three-state bond Hamiltonian, the infimum of its levels. -/
def groundEnergy (t D x : ℝ) : ℝ := sInf (levels (bond t D x))

/-- The secular cubic of the three-state bond Hamiltonian. -/
def secular (t D x E : ℝ) : ℝ :=
  (E - x) * (E * (E - D) - 2 * t ^ 2) - 2 * t ^ 2 * E

/-- The energy levels of the bond are the zeros of the secular cubic. -/
theorem mem_levels_iff (t D x E : ℝ) :
    E ∈ levels (bond t D x) ↔ secular t D x E = 0 := by
  have hs : √2 ^ 2 = (2 : ℝ) := Real.sq_sqrt (by norm_num)
  have hdet : (bond t D x - E • (1 : Matrix (Fin 3) (Fin 3) ℝ)).det = -secular t D x E := by
    rw [Matrix.det_fin_three]
    simp [bond]
    unfold secular
    linear_combination t ^ 2 * (2 * E - x) * hs
  rw [← neg_eq_zero, ← hdet, ← Matrix.exists_mulVec_eq_zero_iff]
  simp only [levels, Set.mem_ofPred_eq, Matrix.sub_mulVec, Matrix.smul_mulVec,
    Matrix.one_mulVec, sub_eq_zero]

/-- The secular cubic is negative at all sufficiently low energies, with an explicit bound. -/
theorem secular_neg {t D x E : ℝ} (hE : E ≤ -(|D| + |x| + 2 * t ^ 2 + 2)) :
    secular t D x E < 0 := by
  have hD := neg_abs_le D
  have hx := neg_abs_le x
  have hD0 := abs_nonneg D
  have hx0 := abs_nonneg x
  have ha : 0 ≤ 2 * t ^ 2 := by positivity
  unfold secular
  generalize 2 * t ^ 2 = a at *
  have h1 : a + 2 ≤ x - E := by linarith
  have h2 : 0 ≤ (-E) * (D - E - (a + 2)) := mul_nonneg (by linarith) (by linarith)
  have h3 : 0 ≤ a * (-E - 1) := mul_nonneg ha (by linarith)
  have h4 : 2 * (-E) ≤ E * (E - D) - a := by linarith
  have h5 : (a + 2) * (2 * (-E)) ≤ (x - E) * (E * (E - D) - a) :=
    mul_le_mul h1 h4 (by linarith) (by linarith)
  have h6 : 0 ≤ a * (-E) := mul_nonneg ha (by linarith)
  linarith

/-- Wherever the secular cubic is positive, the bond has a level at a strictly lower energy. -/
theorem exists_level_below {t D x c : ℝ} (hc : 0 < secular t D x c) :
    ∃ E ∈ levels (bond t D x), E < c := by
  have hcont : Continuous (secular t D x) := by
    unfold secular
    fun_prop
  have hlow := secular_neg (min_le_right c (-(|D| + |x| + 2 * t ^ 2 + 2)))
  obtain ⟨E, hE, h0⟩ := intermediate_value_Icc
    (min_le_left c (-(|D| + |x| + 2 * t ^ 2 + 2))) hcont.continuousOn ⟨hlow.le, hc.le⟩
  refine ⟨E, (mem_levels_iff t D x E).2 h0, lt_of_le_of_ne hE.2 ?_⟩
  intro h
  rw [h] at h0
  exact hc.ne' h0

/-- The ground energy is attained: it is the lowest level of the three-state Hamiltonian. -/
theorem groundEnergy_isLeast (t D x : ℝ) :
    IsLeast (levels (bond t D x)) (groundEnergy t D x) := by
  have hset : levels (bond t D x) = {E | secular t D x E = 0} :=
    Set.ext fun E => mem_levels_iff t D x E
  have hcl : IsClosed (levels (bond t D x)) := by
    rw [hset]
    refine isClosed_eq ?_ continuous_const
    unfold secular
    fun_prop
  have hbd : BddBelow (levels (bond t D x)) := by
    refine ⟨-(|D| + |x| + 2 * t ^ 2 + 2), fun E hE => ?_⟩
    by_contra h
    exact (secular_neg (not_le.1 h).le).ne ((mem_levels_iff t D x E).1 hE)
  -- reflecting all energies turns the low-energy bound into a high-energy one
  have hpos : 0 < secular t D x (|D| + |x| + 2 * t ^ 2 + 2) := by
    have h := secular_neg (t := t) (D := -D) (x := -x)
      (E := -(|D| + |x| + 2 * t ^ 2 + 2)) (by rw [abs_neg, abs_neg])
    unfold secular at h ⊢
    linarith
  obtain ⟨E, hE, -⟩ := exists_level_below hpos
  exact ⟨hcl.csInf_mem ⟨E, hE⟩ hbd, fun F hF => csInf_le hbd hF⟩

/-- With hopping present, the ground energy lies strictly below the lower level
`(D - √(D² + 8t²)) / 2` of the block without the double-transfer configuration. -/
theorem groundEnergy_lt_block {t : ℝ} (ht : t ≠ 0) (D x : ℝ) :
    groundEnergy t D x < (D - √(D ^ 2 + 8 * t ^ 2)) / 2 := by
  have ht2 : 0 < t ^ 2 := by positivity
  have hr : √(D ^ 2 + 8 * t ^ 2) ^ 2 = D ^ 2 + 8 * t ^ 2 := Real.sq_sqrt (by positivity)
  have hr0 := Real.sqrt_nonneg (D ^ 2 + 8 * t ^ 2)
  generalize √(D ^ 2 + 8 * t ^ 2) = r at *
  have hDr : D < r := by
    by_contra h
    nlinarith [not_lt.1 h]
  have hval : secular t D x ((D - r) / 2) = t ^ 2 * (r - D) := by
    unfold secular
    linear_combination ((D - r) / 2 - x) / 4 * hr
  obtain ⟨E, hE, hlt⟩ := exists_level_below (t := t) (D := D) (x := x) (c := (D - r) / 2)
    (by rw [hval]; exact mul_pos ht2 (by linarith))
  exact lt_of_le_of_lt ((groundEnergy_isLeast t D x).2 hE) hlt

/-- The ground energy of the three-state Hamiltonian is also the lowest level of the full
four-configuration bond. -/
theorem fullBond_isLeast (t D x : ℝ) :
    IsLeast (levels (fullBond t D x)) (groundEnergy t D x) := by
  have hs : √2 ^ 2 = (2 : ℝ) := Real.sq_sqrt (by norm_num)
  constructor
  · -- spread the even combination over the two single-transfer configurations
    obtain ⟨v, hv, h⟩ := (groundEnergy_isLeast t D x).1
    generalize groundEnergy t D x = E at *
    have h0 := congrFun h 0
    have h1 := congrFun h 1
    have h2 := congrFun h 2
    simp [bond, Matrix.mulVec, dotProduct, Fin.sum_univ_three] at h0 h1 h2
    refine ⟨![v 0, √2 * v 1 / 2, √2 * v 1 / 2, v 2], fun hw => hv ?_, ?_⟩
    · have e0 : v 0 = 0 := congrFun hw 0
      have e1 : √2 * v 1 / 2 = 0 := congrFun hw 1
      have e2 : v 2 = 0 := congrFun hw 3
      have e1' : v 1 = 0 := by linear_combination √2 * e1 - v 1 / 2 * hs
      ext i
      fin_cases i
      exacts [e0, e1', e2]
    · ext i
      fin_cases i <;> simp [fullBond, Matrix.mulVec, dotProduct, Fin.sum_univ_four]
      · linear_combination h0
      · linear_combination √2 / 2 * h1 - t * (v 0 + v 2) / 2 * hs
      · linear_combination √2 / 2 * h1 - t * (v 0 + v 2) / 2 * hs
      · linear_combination h2
  · rintro E ⟨w, hw, h⟩
    have h0 := congrFun h 0
    have h1 := congrFun h 1
    have h2 := congrFun h 2
    have h3 := congrFun h 3
    simp [fullBond, Matrix.mulVec, dotProduct, Fin.sum_univ_four] at h0 h1 h2 h3
    by_cases hv : ![w 0, √2 * (w 1 + w 2) / 2, w 3] = 0
    · -- the odd combination decouples and has energy D
      have e0 : w 0 = 0 := congrFun hv 0
      have e1 : √2 * (w 1 + w 2) / 2 = 0 := congrFun hv 1
      have e3 : w 3 = 0 := congrFun hv 2
      have e12 : w 1 + w 2 = 0 := by linear_combination √2 * e1 - (w 1 + w 2) / 2 * hs
      have hw1 : w 1 ≠ 0 := by
        intro e
        have e2 : w 2 = 0 := by linarith
        apply hw
        ext i
        fin_cases i
        exacts [e0, e, e2, e3]
      have hED : (D - E) * w 1 = 0 := by linear_combination h1 - t * e0 - t * e3
      have hD : D - E = 0 := (mul_eq_zero.1 hED).resolve_right hw1
      have hle : groundEnergy t D x ≤ D := by
        by_cases ht : t = 0
        · apply (groundEnergy_isLeast t D x).2
          rw [mem_levels_iff, ht]
          unfold secular
          ring
        · have hb := groundEnergy_lt_block ht D x
          have hr : |D| ≤ √(D ^ 2 + 8 * t ^ 2) :=
            Real.abs_le_sqrt (by nlinarith [sq_nonneg t])
          linarith [neg_abs_le D]
      linarith
    · apply (groundEnergy_isLeast t D x).2
      refine ⟨_, hv, ?_⟩
      ext i
      fin_cases i <;> simp [bond, Matrix.mulVec, dotProduct, Fin.sum_univ_three]
      · linear_combination h0 + t * (w 1 + w 2) / 2 * hs
      · linear_combination √2 / 2 * (h1 + h2)
      · linear_combination h3 + t * (w 1 + w 2) / 2 * hs

/-- For nonzero hopping the ground energy of the bond increases strictly with the energy of
the double-transfer configuration. -/
theorem groundEnergy_strictMono {t : ℝ} (ht : t ≠ 0) (D : ℝ) :
    StrictMono (groundEnergy t D) := by
  intro x y hxy
  have hroot := (mem_levels_iff t D y _).1 (groundEnergy_isLeast t D y).1
  have hb := groundEnergy_lt_block ht D y
  have hr : √(D ^ 2 + 8 * t ^ 2) ^ 2 = D ^ 2 + 8 * t ^ 2 := Real.sq_sqrt (by positivity)
  have hr0 := Real.sqrt_nonneg (D ^ 2 + 8 * t ^ 2)
  generalize √(D ^ 2 + 8 * t ^ 2) = r at *
  generalize groundEnergy t D y = E at *
  -- below both levels of the two-state block its secular polynomial is positive
  have hq : 0 < E * (E - D) - 2 * t ^ 2 := by
    have hp : 0 < ((D - r) / 2 - E) * ((D + r) / 2 - E) :=
      mul_pos (by linarith) (by linarith)
    linarith
  have hpos : 0 < secular t D x E := by
    have hm := mul_pos (sub_pos.2 hxy) hq
    unfold secular at hroot ⊢
    linarith
  obtain ⟨F, hF, hlt⟩ := exists_level_below hpos
  exact lt_of_le_of_lt ((groundEnergy_isLeast t D x).2 hF) hlt

/-- For any nonzero hopping and `JH > 0`, the ground energy with double-transfer energy `2 * D + U -
JH` (triplet) lies strictly below that with `2 * D + U + JH` (singlet). -/
theorem triplet_below_singlet {t JH : ℝ} (ht : t ≠ 0) (hJ : 0 < JH) (D U : ℝ) :
    groundEnergy t D (2 * D + U - JH) < groundEnergy t D (2 * D + U + JH) :=
  groundEnergy_strictMono ht D (by linarith)

/-- Without hopping, the ground energy is zero whenever the single-transfer energy `D` and the
double-transfer energy `x` are both nonnegative. -/
theorem groundEnergy_no_hopping {D x : ℝ} (hD : 0 ≤ D) (hx : 0 ≤ x) :
    groundEnergy 0 D x = 0 := by
  refine (groundEnergy_isLeast 0 D x).unique ⟨?_, fun E hE => ?_⟩
  · rw [mem_levels_iff]
    unfold secular
    ring
  · rw [mem_levels_iff] at hE
    unfold secular at hE
    by_contra h
    have hneg : E < 0 := not_le.1 h
    have hp : 0 < (-E) * (D - E) * (x - E) :=
      mul_pos (mul_pos (by linarith) (by linarith)) (by linarith)
    linarith

end

end NinetyDegreeSuperexchange
```

```lean
#print axioms NinetyDegreeSuperexchange.fullBond_isLeast
#print axioms NinetyDegreeSuperexchange.triplet_below_singlet
#print axioms NinetyDegreeSuperexchange.groundEnergy_no_hopping
```

```
'NinetyDegreeSuperexchange.fullBond_isLeast' depends on axioms: [propext, Classical.choice, Quot.sound]
'NinetyDegreeSuperexchange.triplet_below_singlet' depends on axioms: [propext, Classical.choice, Quot.sound]
'NinetyDegreeSuperexchange.groundEnergy_no_hopping' depends on axioms: [propext, Classical.choice, Quot.sound]
```

## How the proof follows the derivation

`mem_levels_iff` identifies levels with zeros of `secular`, which is $p_x(E)$. It computes the $3\times3$ determinant and uses the fact that a matrix annihilates a nonzero vector exactly when its determinant vanishes.

`secular_neg` is the low-energy estimate, with `h4` the bound on $q$ and `h5` its product with $x-E$. `exists_level_below` adds the intermediate value theorem.

`groundEnergy_isLeast` shows that the set of levels is closed, bounded below and nonempty, so it contains its infimum. For nonemptiness, reversing the signs of $E$, $D$ and $x$ reverses the sign of the cubic, which turns the low-energy bound into positivity at high energy.

`groundEnergy_lt_block` evaluates the cubic at $(D-r)/2$; `hval` is the value $t^2(r-D)$.

`fullBond_isLeast` carries eigenvectors both ways. A vector $(v_0,v_1,v_2)$ of `bond` becomes $(v_0,v_1/\sqrt2,v_1/\sqrt2,v_2)$. Conversely, $(w_0,w_1,w_2,w_3)$ becomes $(w_0,(w_1+w_2)/\sqrt2,w_3)$. If the latter vanishes, the state is odd, its energy is $D$, and the proof checks $E_0\le D$ as above.

`groundEnergy_strictMono` is the comparison of $p_x$ with $p_y$: `hq` is $q(E)>0$ and `hpos` is $p_x(E)>0$. `triplet_below_singlet` applies it to $2D+U-J_H<2D+U+J_H$. Finally, `groundEnergy_no_hopping` proves that at $t=0$ the ground energy is $0$ for all $D,x\ge0$, which covers the counter-example.
